# Nondegeneracy of the level (U − √(U² + 16t²))/2 in the Hubbard dimer with one up and one down electron and hopping t > 0

For two sites holding one up and one down electron, with hopping t > 0 and a real on-site interaction U of either sign, `ground_nondegenerate` says that the solutions of Hψ = Eψ at E = (U − W)/2, where W = √(U² + 16t²), are exactly the complex multiples of one nonzero vector. That vector is unnormalised, with amplitude (W − U)/2 on each doubly occupied configuration and 2t on each singly occupied one; normalised, these become ½√(1 − U/W) and ½√(1 + U/W). To show that every solution is such a multiple, the proof uses `site_symmetric` to reduce the four amplitudes to two, then takes c = ψ(0,1)/(2t) as the factor. For the converse it puts the multiple into the four amplitude equations and uses E² = UE + 4t².

As first written in Lean, the proof fails:

```lean
import Mathlib

open Matrix
open scoped Kronecker ComplexConjugate

namespace GroundNondegenerate

noncomputable section

/-- The one-electron hopping matrix `-t σₓ` between the two sites. -/
def hopping (t : ℝ) : Matrix (Fin 2) (Fin 2) ℂ := !![0, -(t : ℂ); -(t : ℂ), 0]

/-- The Hubbard dimer with one up and one down electron; the index `(i, j)` puts the up electron
on site `i` and the down electron on site `j`. -/
def hamiltonian (t U : ℝ) : Matrix (Fin 2 × Fin 2) (Fin 2 × Fin 2) ℂ :=
  hopping t ⊗ₖ 1 + 1 ⊗ₖ hopping t + diagonal (fun p => if p.1 = p.2 then (U : ℂ) else 0)

/-- The energy scale `W = √(U² + 16 t²)`. -/
def W (t U : ℝ) : ℝ := √(U ^ 2 + 16 * t ^ 2)

/-- The energy `(U - W) / 2`. -/
def groundEnergy (t U : ℝ) : ℝ := (U - W t U) / 2

/-- The unnormalised state with amplitude `(W - U) / 2` on doubly occupied configurations and
`2 t` on singly occupied ones. -/
def groundVector (t U : ℝ) (p : Fin 2 × Fin 2) : ℝ :=
  if p.1 = p.2 then -groundEnergy t U else 2 * t

/-- The stationary Schrödinger equation of the dimer, written out in its four amplitudes. -/
theorem schrodinger_iff (t U : ℝ) (ψ : Fin 2 × Fin 2 → ℂ) (z : ℂ) :
    hamiltonian t U *ᵥ ψ = z • ψ ↔
      (U * ψ (0, 0) - t * (ψ (0, 1) + ψ (1, 0)) = z * ψ (0, 0) ∧
        -t * (ψ (0, 0) + ψ (1, 1)) = z * ψ (0, 1)) ∧
      (-t * (ψ (0, 0) + ψ (1, 1)) = z * ψ (1, 0) ∧
        U * ψ (1, 1) - t * (ψ (0, 1) + ψ (1, 0)) = z * ψ (1, 1)) := by
  have h00 : (hamiltonian t U *ᵥ ψ) (0, 0) = U * ψ (0, 0) - t * (ψ (0, 1) + ψ (1, 0)) := by
    simp [hamiltonian, hopping, Matrix.mulVec, dotProduct, Fintype.sum_prod_type,
      Fin.sum_univ_two, Matrix.one_apply, Matrix.diagonal_apply]
    ring
  have h01 : (hamiltonian t U *ᵥ ψ) (0, 1) = -t * (ψ (0, 0) + ψ (1, 1)) := by
    simp [hamiltonian, hopping, Matrix.mulVec, dotProduct, Fintype.sum_prod_type,
      Fin.sum_univ_two, Matrix.one_apply, Matrix.diagonal_apply]
    ring
  have h10 : (hamiltonian t U *ᵥ ψ) (1, 0) = -t * (ψ (0, 0) + ψ (1, 1)) := by
    simp [hamiltonian, hopping, Matrix.mulVec, dotProduct, Fintype.sum_prod_type,
      Fin.sum_univ_two, Matrix.one_apply, Matrix.diagonal_apply]
    ring
  have h11 : (hamiltonian t U *ᵥ ψ) (1, 1) = U * ψ (1, 1) - t * (ψ (0, 1) + ψ (1, 0)) := by
    simp [hamiltonian, hopping, Matrix.mulVec, dotProduct, Fintype.sum_prod_type,
      Fin.sum_univ_two, Matrix.one_apply, Matrix.diagonal_apply]
    ring
  rw [funext_iff, Prod.forall]
  simp only [Fin.forall_fin_two, Pi.smul_apply, smul_eq_mul, h00, h01, h10, h11]

/-- For `t > 0` the energy `E = (U - W) / 2` lies below both `0` and `U` and solves
`E² = U E + 4 t²`; also `W > 0`. -/
theorem groundEnergy_facts {t : ℝ} (U : ℝ) (ht : 0 < t) :
    0 < W t U ∧ groundEnergy t U < 0 ∧ groundEnergy t U < U ∧
      groundEnergy t U ^ 2 = U * groundEnergy t U + 4 * t ^ 2 := by
  have hW : 0 < W t U := Real.sqrt_pos.mpr (by positivity)
  have hsq : W t U ^ 2 = U ^ 2 + 16 * t ^ 2 := Real.sq_sqrt (by positivity)
  have hlt : U ^ 2 < W t U ^ 2 := by rw [hsq]; linarith [pow_pos ht 2]
  obtain ⟨h1, h2⟩ := abs_lt_of_sq_lt_sq' hlt hW.le
  unfold groundEnergy
  exact ⟨hW, by linarith, by linarith, by linear_combination hsq / 4⟩

/-- An eigenstate with energy below both `0` and `U` is unchanged when the two sites are
exchanged, and its two remaining amplitudes obey a two-level problem. -/
theorem site_symmetric {t U e : ℝ} {ψ : Fin 2 × Fin 2 → ℂ} (h0 : e < 0) (hU : e < U)
    (h : hamiltonian t U *ᵥ ψ = (e : ℂ) • ψ) :
    ψ (1, 0) = ψ (0, 1) ∧ ψ (1, 1) = ψ (0, 0) ∧
      e * ψ (0, 1) = -2 * t * ψ (0, 0) ∧ (U - e) * ψ (0, 0) = 2 * t * ψ (0, 1) := by
  obtain ⟨⟨h1, h2⟩, h3, h4⟩ := (schrodinger_iff t U ψ e).mp h
  have he : (e : ℂ) ≠ 0 := by exact_mod_cast h0.ne
  have hd : (U : ℂ) - e ≠ 0 := by exact_mod_cast (sub_pos.mpr hU).ne'
  have hb : ψ (1, 0) = ψ (0, 1) := mul_left_cancel₀ he (by linear_combination h2 - h3)
  have ha : ψ (1, 1) = ψ (0, 0) := mul_left_cancel₀ hd (by linear_combination h4 - h1)
  rw [hb] at h1
  rw [ha] at h2
  exact ⟨hb, ha, by linear_combination -h2, by linear_combination h1⟩

/-- For `t > 0` the level `(U - W) / 2` is nondegenerate: its eigenstates are exactly the nonzero
multiples of one nonzero vector. -/
theorem ground_nondegenerate {t : ℝ} (U : ℝ) (ht : 0 < t) :
    groundVector t U ≠ 0 ∧ ∀ ψ : Fin 2 × Fin 2 → ℂ,
      hamiltonian t U *ᵥ ψ = (groundEnergy t U : ℂ) • ψ ↔
        ∃ c : ℂ, ψ = fun p => c * groundVector t U p := by
  obtain ⟨-, h0, hU, hE⟩ := groundEnergy_facts U ht
  have htc : (t : ℂ) ≠ 0 := by exact_mod_cast ht.ne'
  have hEc : (groundEnergy t U : ℂ) ^ 2 = U * groundEnergy t U + 4 * t ^ 2 := by
    exact_mod_cast hE
  refine ⟨fun h => ?_, fun ψ => ⟨fun h => ?_, ?_⟩⟩
  · have := congrFun h (0, 1)
    simp [groundVector, ht.ne'] at this
  · obtain ⟨hb, ha, h1, -⟩ := site_symmetric h0 hU h
    have hion : ψ (0, 0) = ψ (0, 1) / (2 * t) * (-(groundEnergy t U : ℂ)) := by
      field_simp
      linear_combination -h1
    have hcov : ψ (0, 1) = ψ (0, 1) / (2 * t) * (2 * t) := by field_simp
    refine ⟨ψ (0, 1) / (2 * t), ?_⟩
    rw [funext_iff, Prod.forall]
    simp only [Fin.forall_fin_two, hb, ha]
    simpa [groundVector] using And.intro hion hcov
  · rintro ⟨c, rfl⟩
    rw [schrodinger_iff]
    simp only [groundVector, if_true, zero_ne_one, one_ne_zero, if_false]
    push_cast
    exact ⟨⟨by linear_combination c * hEc, by ring⟩, by ring, by linear_combination c * hEc⟩

end

end GroundNondegenerate
```

The error:

```
Main.lean:98:6: error: ring failed, ring expressions not equal
t U : ℝ
ht : 0 < t
h0 : groundEnergy t U < 0
hU : groundEnergy t U < U
hE : groundEnergy t U ^ 2 = U * groundEnergy t U + 4 * t ^ 2
htc : ↑t ≠ 0
hEc : ↑(groundEnergy t U) ^ 2 = ↑U * ↑(groundEnergy t U) + 4 * ↑t ^ 2
ψ : Fin 2 × Fin 2 → ℂ
h : hamiltonian t U *ᵥ ψ = ↑(groundEnergy t U) • ψ
hb : ψ (1, 0) = ψ (0, 1)
ha : ψ (1, 1) = ψ (0, 0)
h1 : ↑(groundEnergy t U) * ψ (0, 1) = -2 * ↑t * ψ (0, 0)
⊢ ψ (0, 0) * ↑t * 4 + ↑(groundEnergy t U) * ψ (0, 1) * 2 = 0
Main.lean:103:4: error: Type mismatch: After simplification, term
  ⟨hion, hcov⟩
 has type
  ψ (0, 0) = -(ψ (0, 1) / (2 * ↑t) * ↑(groundEnergy t U)) ∧ ψ (0, 1) = ψ (0, 1) / (2 * ↑t) * (2 * ↑t)
but is expected to have type
  (ψ (0, 0) = -(ψ (0, 1) / (2 * ↑t) * ↑(groundEnergy t U)) ∧ ψ (0, 1) = ψ (0, 1) / (2 * ↑t) * (2 * ↑t)) ∧
    ψ (0, 1) = ψ (0, 1) / (2 * ↑t) * (2 * ↑t) ∧ ψ (0, 0) = -(ψ (0, 1) / (2 * ↑t) * ↑(groundEnergy t U))
```

What went wrong. The first error is one of sign. `linear_combination -h1` subtracts −1 times `h1` from the goal and leaves `ring` to show that the two sides' difference vanishes. What remains, 4tψ(0,0) + 2Eψ(0,1), is twice the difference between the sides of `h1`, so the goal left by `field_simp` was `h1` with coefficient +1, and the wrong sign doubled it instead of cancelling it. `linear_combination h1` cancels it.

The second error is a missing half. Equality of the two functions is split into four equations, one for each configuration. After rewriting with `hb` and `ha`, the last two repeat the first two in reverse order, but simplification does not merge the repeats. The goal is therefore a pair of pairs, while `And.intro hion hcov` proves only the first pair, and `simpa` reports the mismatch. The new term supplies both pairs, the second as `And.intro hcov hion`.

The mended proof, as a diff:

```diff
@@ -96,10 +96,10 @@
     have hion : ψ (0, 0) = ψ (0, 1) / (2 * t) * (-(groundEnergy t U : ℂ)) := by
       field_simp
-      linear_combination -h1
+      linear_combination h1
     have hcov : ψ (0, 1) = ψ (0, 1) / (2 * t) * (2 * t) := by field_simp
     refine ⟨ψ (0, 1) / (2 * t), ?_⟩
     rw [funext_iff, Prod.forall]
     simp only [Fin.forall_fin_two, hb, ha]
-    simpa [groundVector] using And.intro hion hcov
+    simpa [groundVector] using And.intro (And.intro hion hcov) (And.intro hcov hion)
   · rintro ⟨c, rfl⟩
     rw [schrodinger_iff]
```
